# Mean squared momentum of the Dirac–Coulomb 1s state: $k^2(2-g)/(g(2g-1))$ for $1/2<g<1$

The kinetic energy of a nucleus of mass $M$ contributes a term $\langle p^2\rangle/2M$ to the recoil energy of a one-electron ion. For a Dirac electron the nonrelativistic 1s value $\langle p^2\rangle=k^2$ makes this term too small. At coupling $a=0.6$ the Dirac value is already $2.5\,k^2$, and at $a=\sqrt3/2$ it diverges. The result below supplies this expectation value for one electron and a point nucleus. It is not the whole recoil energy: the Breit and QED parts are not included, and the Breit part cancels the excess of this term over $k^2/2M$.

Units are $\hbar=c=1$. The electron mass is $m$, the nuclear potential is $-a/r$ with $0<a<1$, $g=\sqrt{1-a^2}$ and $k=ma$.

In Lean 4 with Mathlib:

```lean
import Mathlib

open MeasureTheory Set

namespace DiracGroundStateMomentum

noncomputable section

variable {g k r s : ℝ}
```

## The state and its momentum

Both radial components have the shape $R(r)=r^{g-1}e^{-kr}$.

```lean
/-- The radial shape `r^(g-1) exp(-kr)` shared by both components of the Dirac 1s state. -/
def radial (g k r : ℝ) : ℝ := r ^ (g - 1) * Real.exp (-(k * r))
```

The large component is $\sqrt{1+g}\,R$, with $l=0$.

```lean
/-- The large radial component of the Dirac 1s state, up to normalisation. -/
def diracLarge (g k r : ℝ) : ℝ := Real.sqrt (1 + g) * radial g k r
```

The small component is $-\sqrt{1-g}\,R$, with $l=1$. The sign belongs to the phase convention of the radial equations used below.

```lean
/-- The small radial component of the Dirac 1s state, up to normalisation. -/
def diracSmall (g k r : ℝ) : ℝ := -Real.sqrt (1 - g) * radial g k r
```

For a component $f$ with normalised angular part, integrating $|\nabla\psi|^2$ over the angles leaves
$$P_l[f]=\int_0^\infty\left(r^2f'^2+l(l+1)f^2\right)dr .$$
The code takes this radial form as its definition of squared momentum; `Ioi 0` is the range $r>0$.

```lean
/-- The squared momentum of a radial function `f` with orbital angular momentum `l`:
a radial part and a centrifugal part. -/
def momentumSq (l : ℕ) (f : ℝ → ℝ) : ℝ :=
  ∫ r in Ioi (0 : ℝ), (r ^ 2 * (deriv f r) ^ 2 + (l : ℝ) * (l + 1) * (f r) ^ 2)
```

The squared norm is $N[f]=\int_0^\infty r^2f^2\,dr$.

```lean
/-- The squared norm of a radial function in three dimensions. -/
def radialNormSq (f : ℝ → ℝ) : ℝ := ∫ r in Ioi (0 : ℝ), r ^ 2 * (f r) ^ 2
```

The components are not normalised, so the mean is the summed squared momentum divided by the summed norm.

```lean
/-- The mean squared momentum of the two-component state, with `l = 0` in the large and
`l = 1` in the small component. -/
def meanMomentumSq (g k : ℝ) : ℝ :=
  (momentumSq 0 (diracLarge g k) + momentumSq 1 (diracSmall g k)) /
    (radialNormSq (diracLarge g k) + radialNormSq (diracSmall g k))
```

## Moments

Every density is a polynomial times $w_s(r)=r^se^{-2kr}$.

```lean
/-- The weight `r^s exp(-2kr)` that occurs in densities of the state. -/
def weight (k s r : ℝ) : ℝ := r ^ s * Real.exp (-(2 * k * r))
```

Write $M_s=\int_0^\infty w_s\,dr$.

```lean
/-- The integral of the weight over all radii. -/
def moment (k s : ℝ) : ℝ := ∫ r in Ioi (0 : ℝ), weight k s r
```

For $s>-1$, substituting $t=2kr$ gives $M_s=(2k)^{-(s+1)}\,\Gamma(s+1)$.

```lean
/-- The radial moments are given by the Gamma function. -/
theorem moment_eq (hk : 0 < k) (hs : -1 < s) :
    moment k s = (1 / (2 * k)) ^ (s + 1) * Real.Gamma (s + 1) := by
  have h := Real.integral_rpow_mul_exp_neg_mul_Ioi (a := s + 1) (r := 2 * k)
    (by linarith) (by positivity)
  rw [add_sub_cancel_right] at h
  exact h
```

The Gamma recursion gives $M_{s+1}=\frac{s+1}{2k}M_s$. Applied once and twice, it yields
$$\int_0^\infty(b_0+b_1r+b_2r^2)\,w_s\,dr=\left(b_0+\frac{b_1(s+1)}{2k}+\frac{b_2(s+1)(s+2)}{4k^2}\right)M_s .$$
In the proof `hm` is the recursion and `hw` the integrability that allows the integral to be split; $b_0,b_1,b_2$ are the code's `a`, `b`, `d`.

```lean
/-- A quadratic polynomial times the weight is integrable, and its integral is a multiple
of the lowest moment. -/
theorem integral_quadratic (hk : 0 < k) (hs : -1 < s) (a b d : ℝ) :
    IntegrableOn (fun r => (a + b * r + d * r ^ 2) * weight k s r) (Ioi 0) ∧
    ∫ r in Ioi (0 : ℝ), (a + b * r + d * r ^ 2) * weight k s r =
      (a + b * (s + 1) / (2 * k) + d * (s + 1) * (s + 2) / (4 * k ^ 2)) * moment k s := by
  have hw : ∀ t : ℝ, -1 < t → IntegrableOn (fun r => weight k t r) (Ioi 0) := by
    intro t ht
    have h := integrableOn_rpow_mul_exp_neg_mul_rpow (p := 1) (b := 2 * k) ht
      (by norm_num) (by positivity)
    refine h.congr_fun (fun r _ => ?_) measurableSet_Ioi
    simp only [weight, Real.rpow_one, neg_mul]
  -- raising the exponent by one is the Gamma recursion
  have hm : ∀ t : ℝ, -1 < t → moment k (t + 1) = (t + 1) / (2 * k) * moment k t := by
    intro t ht
    have ht' : t + 1 ≠ 0 := by linarith
    have hk' : 1 / (2 * k) ≠ 0 := by positivity
    rw [moment_eq hk ht, moment_eq hk (by linarith : -1 < t + 1),
      Real.Gamma_add_one ht', Real.rpow_add_one hk' (t + 1)]
    ring
  have h0 : IntegrableOn (fun r => a * weight k s r) (Ioi 0) :=
    Integrable.const_mul (hw s hs) a
  have h1 : IntegrableOn (fun r => b * weight k (s + 1) r) (Ioi 0) :=
    Integrable.const_mul (hw (s + 1) (by linarith)) b
  have h2 : IntegrableOn (fun r => d * weight k (s + 1 + 1) r) (Ioi 0) :=
    Integrable.const_mul (hw (s + 1 + 1) (by linarith)) d
  have h01 : IntegrableOn (fun r => a * weight k s r + b * weight k (s + 1) r) (Ioi 0) :=
    Integrable.add h0 h1
  have h012 : IntegrableOn (fun r => a * weight k s r + b * weight k (s + 1) r
      + d * weight k (s + 1 + 1) r) (Ioi 0) := Integrable.add h01 h2
  have key : ∀ r ∈ Ioi (0 : ℝ), a * weight k s r + b * weight k (s + 1) r
      + d * weight k (s + 1 + 1) r = (a + b * r + d * r ^ 2) * weight k s r := by
    intro r hr
    have hr' : r ≠ 0 := (mem_Ioi.mp hr).ne'
    simp only [weight, Real.rpow_add_one hr']
    ring
  refine ⟨h012.congr_fun (fun r hr => key r hr) measurableSet_Ioi, ?_⟩
  calc _ = ∫ r in Ioi (0 : ℝ), (a * weight k s r + b * weight k (s + 1) r
        + d * weight k (s + 1 + 1) r) :=
        (setIntegral_congr_fun measurableSet_Ioi (fun r hr => key r hr)).symm
    _ = a * moment k s + b * moment k (s + 1) + d * moment k (s + 1 + 1) := by
        rw [integral_add h01 h2, integral_add h0 h1, integral_const_mul,
          integral_const_mul, integral_const_mul]
        rfl
    _ = _ := by
        rw [hm (s + 1) (by linarith), hm s hs]
        ring
```

## From the derivative to the integrals

The product rule gives $R'=\left(\frac{g-1}{r}-k\right)R$.

```lean
/-- The radial derivative of the 1s shape. -/
theorem hasDerivAt_radial (hr : 0 < r) :
    HasDerivAt (radial g k) (((g - 1) / r - k) * radial g k r) r := by
  have h1 : HasDerivAt (fun x : ℝ => x ^ (g - 1)) ((g - 1) * r ^ (g - 1 - 1)) r :=
    Real.hasDerivAt_rpow_const (Or.inl hr.ne')
  have h2 : HasDerivAt (fun x : ℝ => Real.exp (-(k * x))) (Real.exp (-(k * r)) * (-k)) r := by
    have h := ((hasDerivAt_id' r).const_mul k).fun_neg.exp
    simpa using h
  refine HasDerivAt.congr_deriv (f := radial g k) (h1.fun_mul h2) ?_
  rw [Real.rpow_sub_one hr.ne' (g - 1)]
  simp only [radial]
  ring
```

Hence $R^2=w_{2g-2}$ and $r^2R'^2=(1-g+kr)^2\,w_{2g-2}$.

```lean
/-- The density and the radial kinetic density of the 1s shape, written with the weight. -/
theorem densities (hr : 0 < r) :
    (radial g k r) ^ 2 = weight k (2 * g - 2) r ∧
    r ^ 2 * (deriv (radial g k) r) ^ 2 = (1 - g + k * r) ^ 2 * weight k (2 * g - 2) r := by
  have h : (radial g k r) ^ 2 = weight k (2 * g - 2) r := by
    unfold radial weight
    rw [show 2 * g - 2 = (g - 1) + (g - 1) by ring, Real.rpow_add hr,
      show -(2 * k * r) = -(k * r) + -(k * r) by ring, Real.exp_add]
    ring
  refine ⟨h, ?_⟩
  have hr' : r ≠ 0 := hr.ne'
  have hq : r * ((g - 1) / r - k) = g - 1 - k * r := by field_simp
  rw [(hasDerivAt_radial hr).deriv, ← h]
  generalize (g - 1) / r - k = q at hq ⊢
  linear_combination (radial g k r) ^ 2 * (r * q + (g - 1 - k * r)) * hq
```

Set $s=2g-2$, which exceeds $-1$ exactly when $g>1/2$. Then
$$\int_0^\infty r^2R'^2\,dr=\left[(1-g)^2+(1-g)(2g-1)+\tfrac12g(2g-1)\right]M_s=\tfrac g2M_s,$$
$$\int_0^\infty r^2R^2\,dr=\frac{g(2g-1)}{2k^2}M_s .$$
An amplitude $c$ multiplies both by $c^2$, and the centrifugal term adds $c^2l(l+1)M_s$. In the proof, each `key` rewrites the integrand as a quadratic times the weight.

```lean
/-- Squared momentum and squared norm of a component with amplitude `c` and orbital angular
momentum `l`, in terms of one common moment. -/
theorem component_integrals (hk : 0 < k) (hg : 1 / 2 < g) (c : ℝ) (l : ℕ) :
    momentumSq l (fun r => c * radial g k r) =
      c ^ 2 * (g / 2 + (l : ℝ) * (l + 1)) * moment k (2 * g - 2) ∧
    radialNormSq (fun r => c * radial g k r) =
      c ^ 2 * (g * (2 * g - 1) / (2 * k ^ 2)) * moment k (2 * g - 2) := by
  have hs : -1 < 2 * g - 2 := by linarith
  have hk' : k ≠ 0 := hk.ne'
  constructor
  · have key : ∀ r ∈ Ioi (0 : ℝ), r ^ 2 * (deriv (fun x => c * radial g k x) r) ^ 2
        + (l : ℝ) * (l + 1) * (c * radial g k r) ^ 2 =
        (c ^ 2 * ((1 - g) ^ 2 + (l : ℝ) * (l + 1)) + c ^ 2 * (2 * (1 - g) * k) * r
          + c ^ 2 * k ^ 2 * r ^ 2) * weight k (2 * g - 2) r := by
      intro r hr
      have hd : deriv (fun x => c * radial g k x) r = c * deriv (radial g k) r := by
        rw [((hasDerivAt_radial hr).const_mul c).deriv, (hasDerivAt_radial hr).deriv]
      obtain ⟨h1, h2⟩ := densities (g := g) (k := k) hr
      rw [hd]
      linear_combination c ^ 2 * h2 + c ^ 2 * ((l : ℝ) * (l + 1)) * h1
    refine (setIntegral_congr_fun measurableSet_Ioi (fun r hr => key r hr)).trans
      ((integral_quadratic hk hs _ _ _).2.trans ?_)
    congr 1
    field_simp
    ring
  · have key : ∀ r ∈ Ioi (0 : ℝ), r ^ 2 * (c * radial g k r) ^ 2 =
        (0 + 0 * r + c ^ 2 * r ^ 2) * weight k (2 * g - 2) r := by
      intro r hr
      linear_combination c ^ 2 * r ^ 2 * (densities (g := g) (k := k) hr).1
    refine (setIntegral_congr_fun measurableSet_Ioi (fun r hr => key r hr)).trans
      ((integral_quadratic hk hs _ _ _).2.trans ?_)
    ring
```

Since $\frac g2+(1-g)=\frac{2-g}2$, dividing by the norm integral gives
$$\int_0^\infty r^2R'^2\,dr+(1-g)\int_0^\infty R^2\,dr=\frac{k^2(2-g)}{g(2g-1)}\int_0^\infty r^2R^2\,dr .$$
This holds for all $g>1/2$.

```lean
/-- The radial kinetic integral plus `1 - g` times the integral of `R²` is a fixed multiple
of the norm integral. -/
theorem radial_identity (hk : 0 < k) (hg : 1 / 2 < g) :
    (∫ r in Ioi (0 : ℝ), r ^ 2 * (deriv (radial g k) r) ^ 2)
      + (1 - g) * ∫ r in Ioi (0 : ℝ), (radial g k r) ^ 2 =
    k ^ 2 * (2 - g) / (g * (2 * g - 1)) * ∫ r in Ioi (0 : ℝ), r ^ 2 * (radial g k r) ^ 2 := by
  obtain ⟨h1, h2⟩ := component_integrals hk hg 1 0
  simp only [momentumSq, radialNormSq, Nat.cast_zero, zero_mul, add_zero, one_mul,
    one_pow] at h1 h2
  have h3 : ∫ r in Ioi (0 : ℝ), (radial g k r) ^ 2 = moment k (2 * g - 2) :=
    setIntegral_congr_fun measurableSet_Ioi (fun r hr => (densities hr).1)
  have hk' : k ≠ 0 := hk.ne'
  have hg0 : g ≠ 0 := by linarith
  have hg1 : 2 * g - 1 ≠ 0 := by linarith
  rw [h1, h2, h3]
  generalize moment k (2 * g - 2) = M
  generalize 2 * g - 1 = w at hg1 ⊢
  field_simp
  ring
```

The same recursion, used by hand one power higher, gives the neighbouring average $\langle 1/r\rangle=k/g$.

## Where the kinetic integral diverges

On $0<r<1$ with $g<1$,
$$r^2R'^2\ge(1-g)^2e^{-2k}\,r^{2g-2},$$
and the right side is integrable at the origin only if $g>1/2$. The converse follows from the integrability statement in `integral_quadratic`.

Take $g=1/4$ as a counter-example to the identity without that bound. The norm integral is finite and its coefficient is $-14k^2$, so the right side is negative, while both integrals on the left diverge to $+\infty$.

```lean
/-- For `g < 1` the radial kinetic density is integrable exactly when `g > 1/2`. -/
theorem kinetic_integrable_iff (hk : 0 < k) (hg : g < 1) :
    IntegrableOn (fun r => r ^ 2 * (deriv (radial g k) r) ^ 2) (Ioi 0) ↔ 1 / 2 < g := by
  constructor
  · intro h
    have hC : 0 < (1 - g) ^ 2 * Real.exp (-(2 * k)) :=
      mul_pos (pow_pos (by linarith) 2) (Real.exp_pos _)
    -- near the origin the density dominates a multiple of r^(2g-2)
    have key : ∀ r ∈ Ioo (0 : ℝ) 1, ‖r ^ (2 * g - 2)‖ ≤
        ((1 - g) ^ 2 * Real.exp (-(2 * k)))⁻¹ * (r ^ 2 * (deriv (radial g k) r) ^ 2) := by
      intro r hr
      have hp : 0 ≤ r ^ (2 * g - 2) := Real.rpow_nonneg hr.1.le _
      have hkr : 0 < k * r := mul_pos hk hr.1
      have h1 : (1 - g) ^ 2 ≤ (1 - g + k * r) ^ 2 :=
        pow_le_pow_left₀ (by linarith) (by linarith) 2
      have h2 : Real.exp (-(2 * k)) ≤ Real.exp (-(2 * k * r)) :=
        Real.exp_le_exp.mpr (by nlinarith [mul_pos hk (sub_pos.mpr hr.2)])
      rw [Real.norm_of_nonneg hp, (densities hr.1).2, inv_mul_eq_div, le_div_iff₀ hC]
      calc _ ≤ r ^ (2 * g - 2) * ((1 - g + k * r) ^ 2 * Real.exp (-(2 * k * r))) :=
            mul_le_mul_of_nonneg_left
              (mul_le_mul h1 h2 (Real.exp_pos _).le (sq_nonneg _)) hp
        _ = _ := by unfold weight; ring
    have h1 : IntegrableOn (fun r : ℝ => r ^ (2 * g - 2)) (Ioo 0 1) :=
      Integrable.mono' (Integrable.const_mul (h.mono_set Ioo_subset_Ioi_self) _)
        (measurable_id.pow_const _).aestronglyMeasurable
        ((ae_restrict_iff' measurableSet_Ioo).mpr (ae_of_all _ key))
    have h2 := (intervalIntegral.integrableOn_Ioo_rpow_iff one_pos).mp h1
    linarith
  · intro h
    have key : ∀ r ∈ Ioi (0 : ℝ), ((1 - g) ^ 2 + 2 * (1 - g) * k * r + k ^ 2 * r ^ 2)
        * weight k (2 * g - 2) r = r ^ 2 * (deriv (radial g k) r) ^ 2 := by
      intro r hr
      rw [(densities hr).2]
      ring
    exact (integral_quadratic hk (by linarith) _ _ _).1.congr_fun
      (fun r hr => key r hr) measurableSet_Ioi
```

## The Dirac equation and the mean

With $F$ the large and $G$ the small component, the equations at energy $mg$ are
$$F'=\left(mg+m+\frac ar\right)G,\qquad G'=-\left(mg-m+\frac ar\right)F-\frac2rG .$$
Insert $R'$ and compare the constant and $1/r$ terms. They agree because $\sqrt{1+g}\,\sqrt{1-g}=a$ for $a\ge0$, which is `hpq` in the proof; `linear_combination` does the comparison.

```lean
/-- With `a² + g² = 1` and `k = ma`, the two components solve the radial Dirac equations
in the Coulomb potential `-a/r` at energy `mg`. -/
theorem dirac_radial_equations {a : ℝ} (m : ℝ) (ha : 0 ≤ a) (h : a ^ 2 + g ^ 2 = 1)
    (hr : 0 < r) :
    HasDerivAt (diracLarge g (m * a))
      ((m * g + m + a / r) * diracSmall g (m * a) r) r ∧
    HasDerivAt (diracSmall g (m * a))
      (-(m * g - m + a / r) * diracLarge g (m * a) r - 2 / r * diracSmall g (m * a) r) r := by
  have h1 : 0 ≤ 1 + g := by nlinarith [sq_nonneg a, sq_nonneg (g + 1)]
  have h2 : 0 ≤ 1 - g := by nlinarith [sq_nonneg a, sq_nonneg (g - 1)]
  have hp := Real.sq_sqrt h1
  have hq := Real.sq_sqrt h2
  have hpq : Real.sqrt (1 + g) * Real.sqrt (1 - g) = a := by
    rw [← Real.sqrt_mul h1, show (1 + g) * (1 - g) = a ^ 2 by linear_combination -h,
      Real.sqrt_sq ha]
  have hR := hasDerivAt_radial (g := g) (k := m * a) hr
  refine ⟨HasDerivAt.congr_deriv (f := diracLarge g (m * a))
      (hR.const_mul (Real.sqrt (1 + g))) ?_,
    HasDerivAt.congr_deriv (f := diracSmall g (m * a))
      (hR.const_mul (-Real.sqrt (1 - g))) ?_⟩
  all_goals
    simp only [diracLarge, diracSmall]
    generalize Real.sqrt (1 + g) = p at *
    generalize Real.sqrt (1 - g) = q at *
    generalize radial g (m * a) r = R
  · linear_combination R / r * (p * hq - q * hpq) + m * R * (p * hpq - q * hp)
  · linear_combination -(R / r) * (p * hpq - q * hp) + m * R * (p * hq - q * hpq)
```

Finally, the components carry weights $1+g$ and $1-g$:
$$P_0[F]+P_1[G]=\left[(1+g)\tfrac g2+(1-g)\left(\tfrac g2+2\right)\right]M_s=(2-g)M_s,$$
$$N[F]+N[G]=\frac{g(2g-1)}{k^2}M_s .$$
As $M_s>0$, it cancels in the ratio, leaving
$$\langle p^2\rangle=\frac{k^2(2-g)}{g(2g-1)} .$$
The theorem requires $g>1/2$. It treats $g$ and $k>0$ as independent, and also admits $g=1$, where the small component vanishes and the nonrelativistic $k^2$ returns.

```lean
/-- The mean squared momentum of the Dirac 1s state is `k²(2-g)/(g(2g-1))`. -/
theorem dirac_mean_momentumSq (hk : 0 < k) (hg : 1 / 2 < g) (hg' : g ≤ 1) :
    meanMomentumSq g k = k ^ 2 * (2 - g) / (g * (2 * g - 1)) := by
  obtain ⟨hL, nL⟩ := component_integrals hk hg (Real.sqrt (1 + g)) 0
  obtain ⟨hS, nS⟩ := component_integrals hk hg (-Real.sqrt (1 - g)) 1
  rw [Real.sq_sqrt (by linarith)] at hL nL
  rw [neg_sq, Real.sq_sqrt (by linarith)] at hS nS
  change momentumSq 0 (diracLarge g k) = _ at hL
  change radialNormSq (diracLarge g k) = _ at nL
  change momentumSq 1 (diracSmall g k) = _ at hS
  change radialNormSq (diracSmall g k) = _ at nS
  have hM : moment k (2 * g - 2) ≠ 0 := by
    rw [moment_eq hk (by linarith)]
    exact (mul_pos (Real.rpow_pos_of_pos (by positivity) _)
      (Real.Gamma_pos_of_pos (by linarith))).ne'
  -- the weights 1 + g and 1 - g combine the two components
  have hP : momentumSq 0 (diracLarge g k) + momentumSq 1 (diracSmall g k) =
      (2 - g) * moment k (2 * g - 2) := by
    rw [hL, hS]
    push_cast
    ring
  have hN : radialNormSq (diracLarge g k) + radialNormSq (diracSmall g k) =
      g * (2 * g - 1) / k ^ 2 * moment k (2 * g - 2) := by
    rw [nL, nS]
    ring
  have hk' : k ≠ 0 := hk.ne'
  have hg0 : g ≠ 0 := by linarith
  have hg1 : 2 * g - 1 ≠ 0 := by linarith
  rw [meanMomentumSq, hP, hN]
  generalize moment k (2 * g - 2) = M at hM ⊢
  generalize 2 * g - 1 = w at hg1 ⊢
  field_simp

end

end DiracGroundStateMomentum
```

```lean
#print axioms DiracGroundStateMomentum.radial_identity
-- 'DiracGroundStateMomentum.radial_identity' depends on axioms: [propext, Classical.choice, Quot.sound]
#print axioms DiracGroundStateMomentum.kinetic_integrable_iff
-- 'DiracGroundStateMomentum.kinetic_integrable_iff' depends on axioms: [propext, Classical.choice, Quot.sound]
#print axioms DiracGroundStateMomentum.dirac_radial_equations
-- 'DiracGroundStateMomentum.dirac_radial_equations' depends on axioms: [propext, Classical.choice, Quot.sound]
#print axioms DiracGroundStateMomentum.dirac_mean_momentumSq
-- 'DiracGroundStateMomentum.dirac_mean_momentumSq' depends on axioms: [propext, Classical.choice, Quot.sound]
```
